# Fractional Occupation of a Same-Spin Shell Puts One Electron's Hartree–Fock Energy above the Weighted Mean of Its Integer Configurations

## A p electron that repels itself

Take an atom with a single p electron outside closed shells. To keep the density spherical, put one third of an electron into each of the three p orbitals, all with the same spin, and insert these occupations into the Hartree–Fock energy expression. With the orbitals held fixed, the energy comes out higher than with the whole electron in one p orbital. There is still only one p electron, so the extra energy is a repulsion of that electron with itself. A binding energy that uses this atom as its reference inherits the error.

The size of the error follows from the Coulomb and exchange integrals of the shell. For one electron in fixed orbitals, this tells us how far a Hartree–Fock reference energy is shifted when an open-shell atom is computed with averaged occupations.

## Self-interaction cancels only on the diagonal

Let i and j label the orbitals of a finite shell, all of one spin. Let f_i ≥ 0 be the occupations, with ∑_i f_i = 1. Write J_ij for the Coulomb integrals and K_ij for the exchange integrals. The interaction energy is

E_int(f) = ½ ∑_i ∑_j f_i f_j (J_ij − K_ij).

Two conditions are placed on the integrals:

J_ii = K_ii, and J_ij > K_ij for i ≠ j.

The first holds because both symbols then denote the same integral, the repulsion of an orbital's density with itself. The second expresses the repulsion between electrons: for orthonormal orbitals φ_i and φ_j,

J_ij − K_ij = ½ ∬ |φ_i(1)φ_j(2) − φ_j(1)φ_i(2)|² / r₁₂,

which is positive when the orbitals are distinct.

Each term of E_int is therefore nonnegative. For i = j it is zero, and for i ≠ j it is a product of nonnegative factors. Hence E_int(f) ≥ 0.

## Zero interaction energy means one full orbital

Suppose E_int(f) = 0. A sum of nonnegative terms vanishes only if every term does, so

f_i f_j (J_ij − K_ij) = 0 for all i and j.

Since the occupations sum to 1, some f_i is nonzero. For any j ≠ i, the factors f_i and J_ij − K_ij are both nonzero, so f_j = 0. All other orbitals are empty, and normalisation gives f_i = 1.

Conversely, suppose f_i = 1. The other occupations are nonnegative and sum to 0, so each is 0. Only the diagonal term remains:

E_int(f) = ½ (J_ii − K_ii) = 0.

## Adding the one-electron levels

Let h_i be the one-electron level of orbital i. It may include the interaction with a frozen core, which is linear in f. The shell energy is

E(f) = ∑_i h_i f_i + E_int(f).

Let e_i be the integer configuration with the electron entirely in orbital i. Its interaction energy is zero, so E(e_i) = h_i. Therefore

E(f) − ∑_i f_i E(e_i) = E_int(f) ≥ 0,

with equality exactly when one occupation is 1. The comparison is with the weighted mean. If the levels differ, E(f) can still lie below the energy of a high-lying integer configuration; if they are all equal, the mean is their common value.

## The size of the error, and the p shell

Suppose J_ij − K_ij ≥ g for every pair i ≠ j. The diagonal terms vanish, so

E_int(f) ≥ (g/2) ∑_{i≠j} f_i f_j = (g/2) [(∑_i f_i)² − ∑_i f_i²] = (g/2) (1 − ∑_i f_i²).

For real p orbitals, the integrals in terms of the Slater–Condon parameters F0 and F2 are

J_ii = K_ii = F0 + 4 F2,
J_ij = F0 − 2 F2 and K_ij = 3 F2 for i ≠ j.

The parameter F2 here carries the conventional factor 1/25 relative to the radial integral. Every distinct pair has the same gap, F0 − 5 F2, so the bound becomes an equality:

E_int(f) = ½ (F0 − 5 F2) (1 − ∑_i f_i²).

For f_i = 1/3 the last factor is 2/3, and the error is (F0 − 5 F2)/3.

As a numerical instance, choose F0 = 11 and F2 = 0.2 in some energy unit. Then J_ij = 10.6 and K_ij = 0.6 for i ≠ j, with a gap of 10. For occupations 1/2, 1/4, 1/4, the three pair products are 1/8, 1/8 and 1/16. Each pair occurs twice in the double sum, which cancels the prefactor ½, so

E_int = 10 · (1/8 + 1/8 + 1/16) = 3.125.

The closed formula agrees: ∑_i f_i² = 3/8, and 5 · 5/8 = 3.125. The equal average gives 10/3 ≈ 3.33.

## Occupations and integrals as Lean functions

The shell is a finite type `ι`. The occupations `f` and levels `h` are functions `ι → ℝ`, and the integrals `J` and `K` are functions `ι → ι → ℝ`. No symmetry of `J` or `K` is assumed, because the argument never uses it. The configuration e_i is `Pi.single i 1`, the function with value 1 at `i` and 0 elsewhere.

The hypotheses of `fractional_averaging_raises_energy` read as follows:

- `hf`: no occupation is negative.
- `hs`: the shell holds one electron in total.
- `hd`: self-repulsion equals self-exchange.
- `hJK`: for distinct orbitals, Coulomb exceeds exchange.

The conclusion has two parts. The `f`-weighted mean of the integer energies is at most `shellEnergy h J K f`, and the two are equal if and only if some `f i = 1`. The levels `h` are arbitrary. A shell with a single orbital is allowed; its occupation is then 1 and equality holds.

The integrals enter as numbers. Their conditions are assumed, not derived from orbitals and the Coulomb kernel, and the p-shell values are taken as definitions. The orbitals don't relax when the occupations change, and shells with more than one electron are not treated.

## A density matrix in place of occupations

The shell could also have been described by a one-particle density matrix γ, Hermitian and positive semidefinite with trace 1, together with four-index integrals. The energy would then be unchanged by a rotation of the orbitals, provided γ and the integrals were transformed together. The equality condition would become γ² = γ: the electron occupies one orbital, which may be any combination of the basis orbitals. In the description by occupations, the orbitals that diagonalise γ are fixed in advance. That keeps the algebra to two-index tables, but an electron in a superposition of the listed orbitals has to be described in a rotated set.

## The Lean file

```lean
import Mathlib

open Finset

namespace FractionalShellOccupation

noncomputable section

variable {ι : Type*} [Fintype ι] [DecidableEq ι]

/-- Hartree-Fock interaction energy of a shell of equal-spin orbitals with occupations `f`,
Coulomb integrals `J` and exchange integrals `K`. -/
def interactionEnergy (J K : ι → ι → ℝ) (f : ι → ℝ) : ℝ :=
  (1 / 2) * ∑ i, ∑ j, f i * f j * (J i j - K i j)

/-- Energy of the shell: one-electron levels `h` weighted by the occupations, plus the
interaction energy. -/
def shellEnergy (h : ι → ℝ) (J K : ι → ι → ℝ) (f : ι → ℝ) : ℝ :=
  ∑ i, h i * f i + interactionEnergy J K f

omit [Fintype ι] [DecidableEq ι] in
/-- Each pair of orbitals contributes a nonnegative amount to the interaction energy. -/
theorem pair_nonneg {J K : ι → ι → ℝ} {f : ι → ℝ} (hf : ∀ i, 0 ≤ f i)
    (hd : ∀ i, J i i = K i i) (hJK : ∀ i j, i ≠ j → K i j < J i j) (i j : ι) :
    0 ≤ f i * f j * (J i j - K i j) := by
  by_cases hij : i = j
  · rw [hij, hd j, sub_self, mul_zero]
  · exact mul_nonneg (mul_nonneg (hf i) (hf j)) (sub_nonneg.mpr (hJK i j hij).le)

/-- An electron that fills a single orbital has no interaction energy: its Coulomb
self-repulsion is cancelled by its self-exchange. -/
theorem interactionEnergy_single {J K : ι → ι → ℝ} (i : ι) (hd : J i i = K i i) :
    interactionEnergy J K (Pi.single i 1) = 0 := by
  have key : ∀ a b, (Pi.single i 1 : ι → ℝ) a * (Pi.single i 1 : ι → ℝ) b
      * (J a b - K a b) = 0 := by
    intro a b
    by_cases ha : a = i
    · by_cases hb : b = i
      · rw [ha, hb, hd, sub_self, mul_zero]
      · simp [Pi.single_apply, hb]
    · simp [Pi.single_apply, ha]
  unfold interactionEnergy
  rw [Finset.sum_eq_zero (fun a _ => Finset.sum_eq_zero (fun b _ => key a b)), mul_zero]

/-- For one electron spread over the shell, the interaction energy is nonnegative, and it
vanishes exactly when one orbital has occupation 1. -/
theorem interactionEnergy_nonneg_and_eq_zero_iff {J K : ι → ι → ℝ} {f : ι → ℝ}
    (hf : ∀ i, 0 ≤ f i) (hs : ∑ i, f i = 1)
    (hd : ∀ i, J i i = K i i) (hJK : ∀ i j, i ≠ j → K i j < J i j) :
    0 ≤ interactionEnergy J K f ∧ (interactionEnergy J K f = 0 ↔ ∃ i, f i = 1) := by
  have hp := pair_nonneg hf hd hJK
  have hrow : ∀ i, 0 ≤ ∑ j, f i * f j * (J i j - K i j) :=
    fun i => Finset.sum_nonneg (fun j _ => hp i j)
  refine ⟨mul_nonneg (by norm_num) (Finset.sum_nonneg (fun i _ => hrow i)), ?_, ?_⟩
  · intro h0
    unfold interactionEnergy at h0
    have h1 : ∑ i, ∑ j, f i * f j * (J i j - K i j) = 0 := by linarith
    -- a vanishing sum of nonnegative pair terms vanishes term by term
    have h2 : ∀ i j, f i * f j * (J i j - K i j) = 0 := by
      intro i j
      have hi := (Finset.sum_eq_zero_iff_of_nonneg (fun i _ => hrow i)).mp h1 i
        (Finset.mem_univ i)
      exact (Finset.sum_eq_zero_iff_of_nonneg (fun j _ => hp i j)).mp hi j
        (Finset.mem_univ j)
    -- some orbital is occupied, and it excludes all others
    have h3 : ∃ i, f i ≠ 0 := by
      by_contra hne
      push Not at hne
      rw [Finset.sum_eq_zero (fun i _ => hne i)] at hs
      exact zero_ne_one hs
    obtain ⟨i, hi⟩ := h3
    refine ⟨i, ?_⟩
    have h4 : ∀ j, j ≠ i → f j = 0 := by
      intro j hj
      have hgap : J i j - K i j ≠ 0 := (sub_pos.mpr (hJK i j hj.symm)).ne'
      have h5 := (mul_eq_zero.mp (h2 i j)).resolve_right hgap
      exact (mul_eq_zero.mp h5).resolve_left hi
    rw [← hs]
    exact (Finset.sum_eq_single i (fun j _ hj => h4 j hj)
      (fun hn => absurd (Finset.mem_univ i) hn)).symm
  · rintro ⟨i, hi⟩
    -- normalisation empties every other orbital
    have h1 : ∑ j ∈ Finset.univ.erase i, f j = 0 := by
      have := Finset.add_sum_erase Finset.univ f (Finset.mem_univ i)
      linarith
    have h2 := (Finset.sum_eq_zero_iff_of_nonneg (fun j _ => hf j)).mp h1
    have h3 : f = Pi.single i 1 := by
      funext j
      by_cases hj : j = i
      · rw [hj, hi, Pi.single_eq_same]
      · rw [h2 j (Finset.mem_erase.mpr ⟨hj, Finset.mem_univ j⟩)]
        simp [hj]
    rw [h3]
    exact interactionEnergy_single i (hd i)

/-- Fractional averaging raises the one-electron energy: the energy at occupations `f` is at
least the `f`-weighted mean of the energies of the integer configurations, with equality
exactly when one orbital has occupation 1. -/
theorem fractional_averaging_raises_energy (h : ι → ℝ) {J K : ι → ι → ℝ} {f : ι → ℝ}
    (hf : ∀ i, 0 ≤ f i) (hs : ∑ i, f i = 1)
    (hd : ∀ i, J i i = K i i) (hJK : ∀ i j, i ≠ j → K i j < J i j) :
    ∑ i, f i * shellEnergy h J K (Pi.single i 1) ≤ shellEnergy h J K f ∧
    (shellEnergy h J K f = ∑ i, f i * shellEnergy h J K (Pi.single i 1) ↔
      ∃ i, f i = 1) := by
  obtain ⟨hpos, hiff⟩ := interactionEnergy_nonneg_and_eq_zero_iff hf hs hd hJK
  -- an integer configuration has just its one-electron level as energy
  have hone : ∀ i, shellEnergy h J K (Pi.single i 1) = h i := by
    intro i
    unfold shellEnergy
    rw [interactionEnergy_single i (hd i), add_zero]
    simp [Pi.single_apply]
  have hmean : ∑ i, f i * shellEnergy h J K (Pi.single i 1) = ∑ i, h i * f i :=
    Finset.sum_congr rfl (fun i _ => by rw [hone i, mul_comm])
  rw [hmean, ← hiff]
  unfold shellEnergy
  refine ⟨by linarith, fun h0 => by linarith, fun h0 => by linarith⟩

/-- If `J - K` is at least `g` for every pair of distinct orbitals, the interaction energy of
one spread-out electron is at least `g / 2` times `1 - ∑ f i ^ 2`. -/
theorem interactionEnergy_lower_bound {J K : ι → ι → ℝ} {f : ι → ℝ} {g : ℝ}
    (hf : ∀ i, 0 ≤ f i) (hs : ∑ i, f i = 1)
    (hd : ∀ i, J i i = K i i) (hg : ∀ i j, i ≠ j → g ≤ J i j - K i j) :
    g / 2 * (1 - ∑ i, f i ^ 2) ≤ interactionEnergy J K f := by
  have key : ∑ i, ∑ j, g * (f i * f j - if i = j then f i ^ 2 else 0)
      = g * (1 - ∑ i, f i ^ 2) := by
    simp only [← Finset.mul_sum, Finset.sum_sub_distrib, hs, mul_one, Finset.sum_ite_eq,
      Finset.mem_univ, if_true]
  have hle : ∑ i, ∑ j, g * (f i * f j - if i = j then f i ^ 2 else 0)
      ≤ ∑ i, ∑ j, f i * f j * (J i j - K i j) := by
    refine Finset.sum_le_sum (fun i _ => Finset.sum_le_sum (fun j _ => ?_))
    by_cases hij : i = j
    · subst hij
      rw [if_pos rfl, hd i]
      apply le_of_eq
      ring
    · rw [if_neg hij, sub_zero, mul_comm g]
      exact mul_le_mul_of_nonneg_left (hg i j hij) (mul_nonneg (hf i) (hf j))
  unfold interactionEnergy
  linarith

/-- Coulomb integrals between real p orbitals in terms of the Slater-Condon parameters. -/
def pCoulomb (F0 F2 : ℝ) (i j : Fin 3) : ℝ := if i = j then F0 + 4 * F2 else F0 - 2 * F2

/-- Exchange integrals between real p orbitals in terms of the Slater-Condon parameters. -/
def pExchange (F0 F2 : ℝ) (i j : Fin 3) : ℝ := if i = j then F0 + 4 * F2 else 3 * F2

/-- The p-shell integrals with `5 * F2 < F0` have equal diagonal Coulomb and exchange parts,
and Coulomb integrals above the exchange integrals for distinct orbitals. -/
theorem pShell_witness {F0 F2 : ℝ} (hF : 5 * F2 < F0) :
    (∀ i, pCoulomb F0 F2 i i = pExchange F0 F2 i i) ∧
    (∀ i j, i ≠ j → pExchange F0 F2 i j < pCoulomb F0 F2 i j) := by
  refine ⟨fun i => by simp [pCoulomb, pExchange], fun i j hij => ?_⟩
  unfold pCoulomb pExchange
  rw [if_neg hij, if_neg hij]
  linarith

/-- Interaction energy of one electron spread over a p shell with arbitrary occupations
that sum to 1. -/
theorem pShell_energy (F0 F2 : ℝ) (f : Fin 3 → ℝ) (hs : ∑ i, f i = 1) :
    interactionEnergy (pCoulomb F0 F2) (pExchange F0 F2) f
      = (F0 - 5 * F2) / 2 * (1 - ∑ i, f i ^ 2) := by
  have h01 : ¬ (0 : Fin 3) = 1 := by decide
  have h02 : ¬ (0 : Fin 3) = 2 := by decide
  have h12 : ¬ (1 : Fin 3) = 2 := by decide
  have h10 : ¬ (1 : Fin 3) = 0 := by decide
  have h20 : ¬ (2 : Fin 3) = 0 := by decide
  have h21 : ¬ (2 : Fin 3) = 1 := by decide
  rw [Fin.sum_univ_three] at hs
  simp only [interactionEnergy, pCoulomb, pExchange, Fin.sum_univ_three, h01, h02, h12,
    h10, h20, h21, if_true, if_false]
  linear_combination (F0 - 5 * F2) / 2 * (f 0 + f 1 + f 2 + 1) * hs

/-- One electron averaged equally over the three p orbitals has interaction energy
`(F0 - 5 * F2) / 3`. -/
theorem pShell_spherical_average (F0 F2 : ℝ) :
    interactionEnergy (pCoulomb F0 F2) (pExchange F0 F2) (fun _ => 1 / 3)
      = (F0 - 5 * F2) / 3 := by
  have hs : ∑ _i : Fin 3, (1 / 3 : ℝ) = 1 := by
    rw [Fin.sum_univ_three]
    norm_num
  rw [pShell_energy F0 F2 (fun _ => 1 / 3) hs]
  simp only [Fin.sum_univ_three]
  ring

end

end FractionalShellOccupation
```

```lean
#print axioms FractionalShellOccupation.fractional_averaging_raises_energy
#print axioms FractionalShellOccupation.interactionEnergy_lower_bound
#print axioms FractionalShellOccupation.pShell_spherical_average
```

```
'FractionalShellOccupation.fractional_averaging_raises_energy' depends on axioms: [propext, Classical.choice, Quot.sound]
'FractionalShellOccupation.interactionEnergy_lower_bound' depends on axioms: [propext, Classical.choice, Quot.sound]
'FractionalShellOccupation.pShell_spherical_average' depends on axioms: [propext, Classical.choice, Quot.sound]
```

## From pair terms to the shell energy

`pair_nonneg` is the termwise argument. It splits on whether `i = j`: on the diagonal the difference of integrals is zero, and elsewhere the term is a product of nonnegative factors. `interactionEnergy_single` shows that an integer configuration has no interaction energy. Every term of its double sum contains an empty orbital, except the diagonal one, where `hd` cancels Coulomb against exchange.

`interactionEnergy_nonneg_and_eq_zero_iff` combines these. Nonnegativity comes from summing the pair terms. For the forward direction of the equivalence, `Finset.sum_eq_zero_iff_of_nonneg` is applied twice, first to the sum over rows and then within a row, which gives `h2`: every pair term is zero. The step `h3` finds an occupied orbital, since otherwise the normalisation would read 0 = 1. The step `h4` divides out the nonzero factors to empty all the others, and `Finset.sum_eq_single` reduces the normalisation sum to the one remaining occupation.

For the reverse direction, `Finset.add_sum_erase` separates the full orbital from the rest of the normalisation sum. The rest adds up to zero, so each of its terms is zero and `f` equals `Pi.single i 1`. The lemma on integer configurations then applies.

In `fractional_averaging_raises_energy`, the step `hone` is E(e_i) = h_i, and `hmean` turns the weighted mean into ∑_i h_i f_i. What separates the two sides is then exactly the interaction energy, so both claims follow from the previous theorem by linear arithmetic.

## The gap bound and the p-shell formula

In `interactionEnergy_lower_bound`, the sum over i ≠ j is written as a full double sum with the diagonal subtracted by an `if`. The identity `key` evaluates it to g(1 − ∑_i f_i²) by means of the normalisation, and `hle` compares it term by term with the interaction sum. Nothing requires `g` to be positive, and the theorem does not assume that J exceeds K for distinct orbitals. When J does exceed K, a `g` of zero or less gives nothing beyond the nonnegativity already proved.

`pShell_witness` checks that the p-shell integrals satisfy both conditions on J and K when 5 F2 < F0, so the general theorems apply to them. `pShell_energy` needs neither that inequality nor nonnegative occupations, because it is an algebraic identity. After the sums over three orbitals are expanded, the two sides differ by

½ (F0 − 5 F2) (S² − 1), where S = f_0 + f_1 + f_2.

Since S² − 1 = (S + 1)(S − 1), this is a multiple of the normalisation condition S = 1, and the coefficient given to `linear_combination` is ½ (F0 − 5 F2)(S + 1). `pShell_spherical_average` then substitutes 1/3 for each occupation.
